# Every positive nonincreasing sequence f_0, ..., f_(n−1) is the GMRES residual curve of some invertible real n × n matrix and vector

## Reading too much into a residual curve

A linear solver has run for fifty steps and the residual has hardly moved. Has it failed? Another run has gained a digit per step. Will it go on like that? If nothing is known about the matrix except that it is real and invertible, both extrapolations are unfounded: the same early residuals can be followed by any positive nonincreasing continuation up to step n − 1, where n is the dimension.

The solver is GMRES, applied to A x = b with zero initial guess. After k steps it has access to the Krylov space

K_k = span{b, A b, ..., A^(k−1) b}

and it picks the x in K_k that makes the Euclidean norm ‖b − A x‖ smallest. That minimum is the residual at step k. Response equations in electronic structure are often solved by such Krylov methods; for a finite real system known only to be invertible, the result says that early residuals restrict later ones through monotonicity alone.

## Monotone curves and nothing else

Let f_0, ..., f_(n−1) be positive numbers. They are the GMRES residuals at steps 0, ..., n−1 for some invertible real n × n matrix A and some vector b exactly when

f_0 ≥ f_1 ≥ ... ≥ f_(n−1).

At step n the residual is zero for every such pair, because A⁻¹ b lies in K_n by the Cayley–Hamilton theorem; the Lean code proves this for the pair that it constructs. Positivity means that the solver has not found the exact solution before step n. The f_k are absolute residuals; the relative ones, which codes often print, are f_k / f_0.

One direction is short. If k ≤ l, then K_k lies inside K_l, and a minimum over a larger set cannot be larger.

## Building the matrix from the curve

Let n ≥ 1, set f_n = 0, and choose b with entries

b_i = √(f_i² − f_(i+1)²), i = 0, ..., n−1.

The root is real because f does not increase, and b_(n−1) = f_(n−1) > 0.

Write e_0, ..., e_(n−1) for the unit vectors. Let M be the matrix with first column b and later columns e_0, ..., e_(n−2), so that

M e_0 = b, M e_(j+1) = e_j.

For any vector v,

(M v)_(n−1) = b_(n−1) v_0

(M v)_i = b_i v_0 + v_(i+1) for i < n−1.

The first line determines v_0, since b_(n−1) ≠ 0, and the second then determines the other entries. So M is invertible. Put A = M⁻¹. Then A b = e_0 and A e_j = e_(j+1), hence

A^(j+1) b = e_j for j = 0, ..., n−1.

So A maps K_k onto the span of the first k unit vectors. For x in K_k the entries of A x from index k on vanish, and

‖b − A x‖² = Σ_(i<k) (b_i − (A x)_i)² + Σ_(i≥k) b_i² ≥ Σ_(i≥k) b_i².

Equality holds for x = Σ_(j<k) b_j A^j b. The remaining sum telescopes:

Σ_(i≥k) (f_i² − f_(i+1)²) = f_k² − f_n² = f_k².

The residual at step k is therefore f_k, and at step n it is zero.

For the constant curve f_k = 1 this gives b = e_(n−1), and A moves each unit vector to the next one around a ring. GMRES then makes no progress until the last step.

## The statement in Lean

Vectors are functions `Fin n → ℝ`, with indices from 0. The norm `eucNorm` is written out as the root of the sum of squares, because Mathlib's default norm on this type is the maximum norm. `krylov A b k` is K_k; for k = 0 it contains only the zero vector, so the residual at step 0 is ‖b‖.

`IsGMRESResidual A b k r` says through `IsLeast` that r is attained by some x in K_k and that no x there does better. `IsUnit A` is invertibility and `Antitone f` means nonincreasing. The name `shiftMatrix` stands for M, which is a shift apart from its first column; the GMRES matrix is its inverse.

`exists_gmres_curve` is the construction including step n, `gmres_curve_iff` is the equivalence, and `exists_complete_stagnation` is the constant curve. The dimension n = 0 is allowed, with an empty curve.

The matrix is built to fit the curve. Its eigenvalues come out as they may and are not prescribed, and it need not be symmetric. For a real symmetric matrix, such as a real symmetric Hamiltonian, the residuals still cannot grow, but not every nonincreasing curve occurs. If A is symmetric and invertible and b ≠ 0, then b · A² b = ‖A b‖² > 0, so a small positive multiple of A b, which lies in K_2, gives a residual below ‖b‖. The constant curve is therefore impossible for such A when n ≥ 3. The step left to the user is to check that the residual printed by a program is the minimum defined here: rounding, restarts and preconditioning can make it a different number.

```lean
import Mathlib

open Matrix

namespace GMRESConvergenceCurves

noncomputable section

/-- The Euclidean norm of a real vector. -/
def eucNorm {n : ℕ} (v : Fin n → ℝ) : ℝ := √(∑ i, v i ^ 2)

/-- The Krylov space `K_k(A, b)`, spanned by the vectors `A^j b` with `j < k`. -/
def krylov {n : ℕ} (A : Matrix (Fin n) (Fin n) ℝ) (b : Fin n → ℝ) (k : ℕ) :
    Submodule ℝ (Fin n → ℝ) :=
  Submodule.span ℝ {v | ∃ j : ℕ, j < k ∧ v = (A ^ j) *ᵥ b}

/-- The number `r` is the GMRES residual norm at step `k` (zero initial guess): the minimum of
`‖b - A x‖` over `x` in the Krylov space `K_k(A, b)`. -/
def IsGMRESResidual {n : ℕ} (A : Matrix (Fin n) (Fin n) ℝ) (b : Fin n → ℝ)
    (k : ℕ) (r : ℝ) : Prop :=
  IsLeast ((fun x => eucNorm (b - A *ᵥ x)) '' (krylov A b k : Set (Fin n → ℝ))) r

/-- The matrix whose first column is `b` and whose every later column is the unit vector
with index one lower than the column. -/
def shiftMatrix {m : ℕ} (b : Fin (m + 1) → ℝ) : Matrix (Fin (m + 1)) (Fin (m + 1)) ℝ :=
  fun i j => Fin.cases (b i) (fun l : Fin m => if i = l.castSucc then 1 else 0) j

/-- GMRES residual norms never increase from one step to a later one. -/
theorem residual_antitone {n : ℕ} {A : Matrix (Fin n) (Fin n) ℝ} {b : Fin n → ℝ}
    {k l : ℕ} {r s : ℝ} (hkl : k ≤ l) (hr : IsGMRESResidual A b k r)
    (hs : IsGMRESResidual A b l s) : s ≤ r := by
  obtain ⟨x, hx, hxr⟩ := hr.1
  -- the minimiser at step k is still admissible at step l
  have hmono : krylov A b k ≤ krylov A b l := by
    apply Submodule.span_mono
    rintro v ⟨j, hj, hv⟩
    exact ⟨j, lt_of_lt_of_le hj hkl, hv⟩
  exact hs.2 ⟨x, hmono hx, hxr⟩

/-- If `A^(j+1) b` is the `j`-th unit vector for every `j < n`, then the GMRES residual norm at
step `k ≤ n` is the norm of what remains of `b` after its first `k` entries are deleted. -/
theorem residual_of_shift {n : ℕ} {A : Matrix (Fin n) (Fin n) ℝ} {b : Fin n → ℝ}
    (hA : ∀ j : Fin n, (A ^ ((j : ℕ) + 1)) *ᵥ b = Pi.single j 1) {k : ℕ} (hk : k ≤ n) :
    IsGMRESResidual A b k (√(∑ i : Fin n, if k ≤ (i : ℕ) then b i ^ 2 else 0)) := by
  have hstep : ∀ j : Fin n, A *ᵥ ((A ^ (j : ℕ)) *ᵥ b) = Pi.single j 1 := by
    intro j
    rw [Matrix.mulVec_mulVec, ← pow_succ', hA j]
  have key : ∀ c : Fin n → ℝ, A *ᵥ (∑ j : Fin n, c j • ((A ^ (j : ℕ)) *ᵥ b)) = c := by
    intro c
    rw [← Matrix.mulVecLin_apply, map_sum]
    simp only [map_smul, Matrix.mulVecLin_apply, hstep]
    ext i
    simp [Finset.sum_apply, Pi.single_apply]
  constructor
  · -- A maps the minimiser to the first k entries of b, followed by zeros
    refine ⟨∑ j : Fin n, (if k ≤ (j : ℕ) then 0 else b j) • ((A ^ (j : ℕ)) *ᵥ b), ?_, ?_⟩
    · refine Submodule.sum_mem _ fun j _ => ?_
      by_cases h : k ≤ (j : ℕ)
      · rw [if_pos h, zero_smul]
        exact Submodule.zero_mem _
      · exact Submodule.smul_mem _ _ (Submodule.subset_span ⟨j, not_le.mp h, rfl⟩)
    · beta_reduce
      rw [key (fun j => if k ≤ (j : ℕ) then 0 else b j), eucNorm]
      congr 1
      refine Finset.sum_congr rfl fun i _ => ?_
      by_cases h : k ≤ (i : ℕ) <;> simp [h]
  · -- no vector of A K_k reaches the entries from k on
    rintro _ ⟨x, hx, rfl⟩
    have hz : ∀ i : Fin n, k ≤ (i : ℕ) → (A *ᵥ x) i = 0 := by
      refine Submodule.span_induction
        (p := fun x _ => ∀ i : Fin n, k ≤ (i : ℕ) → (A *ᵥ x) i = 0) ?_ ?_ ?_ ?_ hx
      · rintro v ⟨j, hj, rfl⟩ i hi
        have hne : i ≠ ⟨j, lt_of_lt_of_le hj hk⟩ := by
          intro h
          have := congrArg Fin.val h
          simp only at this
          omega
        rw [hstep ⟨j, lt_of_lt_of_le hj hk⟩, Pi.single_apply, if_neg hne]
      · intro i _
        simp
      · intro u v _ _ hu hv i hi
        rw [Matrix.mulVec_add, Pi.add_apply, hu i hi, hv i hi, add_zero]
      · intro c u _ hu i hi
        rw [Matrix.mulVec_smul, Pi.smul_apply, hu i hi, smul_zero]
    apply Real.sqrt_le_sqrt
    refine Finset.sum_le_sum fun i _ => ?_
    by_cases h : k ≤ (i : ℕ)
    · simp [h, hz i h]
    · rw [if_neg h]
      positivity

/-- The shift matrix built on `b` is invertible when the last entry of `b` is nonzero. -/
theorem isUnit_shiftMatrix {m : ℕ} {b : Fin (m + 1) → ℝ} (hb : b (Fin.last m) ≠ 0) :
    IsUnit (shiftMatrix b) := by
  have e0 : ∀ i, shiftMatrix b i 0 = b i := fun _ => rfl
  have eS : ∀ i (j : Fin m), shiftMatrix b i j.succ = if i = j.castSucc then 1 else 0 :=
    fun _ _ => rfl
  have hne : ∀ j : Fin m, Fin.last m ≠ j.castSucc := fun j => (Fin.castSucc_lt_last j).ne'
  have rowL : ∀ v, (shiftMatrix b *ᵥ v) (Fin.last m) = b (Fin.last m) * v 0 := by
    intro v
    simp [Matrix.mulVec, dotProduct, Fin.sum_univ_succ, e0, eS, hne]
  have rowC : ∀ v (j : Fin m),
      (shiftMatrix b *ᵥ v) j.castSucc = b j.castSucc * v 0 + v j.succ := by
    intro v j
    simp [Matrix.mulVec, dotProduct, Fin.sum_univ_succ, e0, eS]
  rw [← Matrix.mulVec_injective_iff_isUnit]
  intro v w h
  -- the last row fixes the first entry, the other rows then fix the rest
  have h0 : v 0 = w 0 := by
    have hl := congrFun h (Fin.last m)
    rw [rowL, rowL] at hl
    exact mul_left_cancel₀ hb hl
  ext i
  refine Fin.cases h0 (fun j => ?_) i
  have hj := congrFun h j.castSucc
  rw [rowC, rowC, h0] at hj
  exact add_left_cancel hj

/-- If the last entry of `b` is nonzero, the inverse `A` of the shift matrix built on `b` sends
`b` through the unit vectors in order: `A^(j+1) b` is the `j`-th one. -/
theorem inv_shiftMatrix_pow {m : ℕ} {b : Fin (m + 1) → ℝ} (hb : b (Fin.last m) ≠ 0)
    (j : Fin (m + 1)) :
    ((shiftMatrix b)⁻¹ ^ ((j : ℕ) + 1)) *ᵥ b = Pi.single j 1 := by
  have hinv : (shiftMatrix b)⁻¹ * shiftMatrix b = 1 :=
    Matrix.nonsing_inv_mul _ ((Matrix.isUnit_iff_isUnit_det _).mp (isUnit_shiftMatrix hb))
  have back : ∀ v, (shiftMatrix b)⁻¹ *ᵥ (shiftMatrix b *ᵥ v) = v := by
    intro v
    rw [Matrix.mulVec_mulVec, hinv, Matrix.one_mulVec]
  have hcol : ∀ l, shiftMatrix b *ᵥ Pi.single l 1 = fun i => shiftMatrix b i l := by
    intro l
    ext i
    simp [Matrix.mulVec, dotProduct, Pi.single_apply]
  induction j using Fin.induction with
  | zero =>
    have h0 : shiftMatrix b *ᵥ Pi.single 0 1 = b := hcol 0
    have h := back (Pi.single 0 1)
    rw [h0] at h
    simpa using h
  | succ j ih =>
    have h : shiftMatrix b *ᵥ Pi.single j.succ 1 = Pi.single j.castSucc 1 := by
      rw [hcol]
      ext i
      rw [Pi.single_apply]
      rfl
    have e : (shiftMatrix b)⁻¹ ^ ((j.succ : ℕ) + 1)
        = (shiftMatrix b)⁻¹ * (shiftMatrix b)⁻¹ ^ ((j.castSucc : ℕ) + 1) := pow_succ' _ _
    rw [e, ← Matrix.mulVec_mulVec, ih, ← h, back]

/-- The decreases of `g²` from step `k` to step `n` add up to `g_k² - g_n²`. -/
theorem sum_decreases (g : ℕ → ℝ) {k n : ℕ} (h : k ≤ n) :
    ∑ i ∈ Finset.range n, (if k ≤ i then g i ^ 2 - g (i + 1) ^ 2 else 0)
      = g k ^ 2 - g n ^ 2 := by
  induction n, h using Nat.le_induction with
  | base =>
    rw [sub_self]
    exact Finset.sum_eq_zero fun i hi => if_neg (not_le_of_gt (Finset.mem_range.mp hi))
  | succ n hn ih =>
    rw [Finset.sum_range_succ, ih, if_pos hn]
    ring

/-- Any nonincreasing positive numbers `f_0, ..., f_(n-1)` are the GMRES residual norms at steps
`0, ..., n-1` for some invertible real matrix and some vector, with residual zero at step `n`. -/
theorem exists_gmres_curve {n : ℕ} (f : Fin n → ℝ) (hf : Antitone f) (hpos : ∀ k, 0 < f k) :
    ∃ (A : Matrix (Fin n) (Fin n) ℝ) (b : Fin n → ℝ), IsUnit A ∧
      (∀ k : Fin n, IsGMRESResidual A b k (f k)) ∧ IsGMRESResidual A b n 0 := by
  have hlast : ∀ {p : ℕ} {A : Matrix (Fin p) (Fin p) ℝ} {b : Fin p → ℝ},
      (∀ j : Fin p, (A ^ ((j : ℕ) + 1)) *ᵥ b = Pi.single j 1) → IsGMRESResidual A b p 0 := by
    intro p A b hA
    have h := residual_of_shift hA le_rfl
    have h0 : (∑ i : Fin p, if p ≤ (i : ℕ) then b i ^ 2 else 0) = 0 :=
      Finset.sum_eq_zero fun i _ => if_neg (not_le_of_gt i.isLt)
    rwa [h0, Real.sqrt_zero] at h
  cases n with
  | zero => exact ⟨1, 0, isUnit_one, fun k => k.elim0, hlast fun j => j.elim0⟩
  | succ m =>
    -- continue the curve by zero
    obtain ⟨g, hgf, hgz⟩ : ∃ g : ℕ → ℝ, (∀ k : Fin (m + 1), g k = f k) ∧
        ∀ k, m + 1 ≤ k → g k = 0 :=
      ⟨fun k => if h : k < m + 1 then f ⟨k, h⟩ else 0, fun k => dif_pos k.isLt,
        fun k hk => dif_neg (not_lt.mpr hk)⟩
    have hg0 : ∀ k, 0 ≤ g k := by
      intro k
      rcases lt_or_ge k (m + 1) with h | h
      · exact (hpos ⟨k, h⟩).le.trans_eq (hgf ⟨k, h⟩).symm
      · exact (hgz k h).ge
    have hganti : ∀ k, g (k + 1) ≤ g k := by
      intro k
      rcases lt_or_ge (k + 1) (m + 1) with h | h
      · have hk : k < m + 1 := by omega
        have hle : (⟨k, hk⟩ : Fin (m + 1)) ≤ ⟨k + 1, h⟩ := Nat.le_succ k
        calc g (k + 1) = f ⟨k + 1, h⟩ := hgf ⟨k + 1, h⟩
          _ ≤ f ⟨k, hk⟩ := hf hle
          _ = g k := (hgf ⟨k, hk⟩).symm
      · rw [hgz _ h]
        exact hg0 k
    -- the squared entries of b are the decreases of the squared residual
    obtain ⟨b, hb⟩ : ∃ b : Fin (m + 1) → ℝ,
        ∀ i, b i ^ 2 = g (i : ℕ) ^ 2 - g ((i : ℕ) + 1) ^ 2 :=
      ⟨fun i => √(g (i : ℕ) ^ 2 - g ((i : ℕ) + 1) ^ 2), fun i =>
        Real.sq_sqrt (sub_nonneg.mpr (pow_le_pow_left₀ (hg0 _) (hganti _) 2))⟩
    have hbl : b (Fin.last m) ≠ 0 := by
      intro h0
      have h := hb (Fin.last m)
      rw [h0, hgf, hgz ((Fin.last m : ℕ) + 1) (by simp)] at h
      have hp := pow_pos (hpos (Fin.last m)) 2
      nlinarith
    have hA := inv_shiftMatrix_pow hbl
    refine ⟨(shiftMatrix b)⁻¹, b,
      Matrix.isUnit_nonsing_inv_iff.mpr (isUnit_shiftMatrix hbl), fun k => ?_, hlast hA⟩
    have h := residual_of_shift hA k.isLt.le
    have hs : (∑ i : Fin (m + 1), if (k : ℕ) ≤ (i : ℕ) then b i ^ 2 else 0) = f k ^ 2 := by
      simp only [hb]
      rw [Fin.sum_univ_eq_sum_range
        (fun i => if (k : ℕ) ≤ i then g i ^ 2 - g (i + 1) ^ 2 else 0) (m + 1),
        sum_decreases g k.isLt.le, hgf, hgz _ le_rfl]
      ring
    rwa [hs, Real.sqrt_sq (hpos k).le] at h

/-- Positive numbers `f_0, ..., f_(n-1)` are the GMRES residual norms of some invertible real
`n` by `n` matrix and some vector exactly when they are nonincreasing. -/
theorem gmres_curve_iff {n : ℕ} (f : Fin n → ℝ) (hpos : ∀ k, 0 < f k) :
    (∃ (A : Matrix (Fin n) (Fin n) ℝ) (b : Fin n → ℝ), IsUnit A ∧
      ∀ k : Fin n, IsGMRESResidual A b k (f k)) ↔ Antitone f := by
  constructor
  · rintro ⟨A, b, -, h⟩ i j hij
    exact residual_antitone hij (h i) (h j)
  · intro hf
    obtain ⟨A, b, hA, h, -⟩ := exists_gmres_curve f hf hpos
    exact ⟨A, b, hA, h⟩

/-- Complete stagnation: in every dimension `n` some invertible real matrix and some vector keep
the GMRES residual norm at one for all steps before `n`, and bring it to zero at step `n`. -/
theorem exists_complete_stagnation (n : ℕ) :
    ∃ (A : Matrix (Fin n) (Fin n) ℝ) (b : Fin n → ℝ), IsUnit A ∧
      (∀ k : Fin n, IsGMRESResidual A b k 1) ∧ IsGMRESResidual A b n 0 :=
  exists_gmres_curve (fun _ => 1) (fun _ _ _ => le_rfl) (fun _ => one_pos)

end

end GMRESConvergenceCurves
```

```lean
#print axioms GMRESConvergenceCurves.gmres_curve_iff
-- 'GMRESConvergenceCurves.gmres_curve_iff' depends on axioms: [propext, Classical.choice, Quot.sound]
#print axioms GMRESConvergenceCurves.exists_complete_stagnation
-- 'GMRESConvergenceCurves.exists_complete_stagnation' depends on axioms: [propext, Classical.choice, Quot.sound]
```

## From the lemmas to the curve

`residual_antitone` takes the minimiser at step k and notes that it is still admissible at step l.

`residual_of_shift` is the minimisation, for any A with A^(j+1) b = e_j. Its inner fact `key` says that A maps Σ c_j A^j b to the vector c. Taking c_j = b_j for j < k and zero otherwise gives the minimiser. For the lower bound, `Submodule.span_induction` shows that A x vanishes from index k on: this is true for the spanning vectors and survives sums and multiples. The squared norms are then compared entry by entry.

`isUnit_shiftMatrix` computes the rows of M v as above (`rowL`, `rowC`) and concludes that M is injective, hence invertible. `inv_shiftMatrix_pow` obtains A^(j+1) b = e_j by induction on j, undoing M one column at a time. `sum_decreases` is the telescoping sum, by induction on its upper end.

`exists_gmres_curve` assembles these. It extends f by zero to a sequence `g` on all natural numbers, takes the square roots that define b, and checks that the last entry is nonzero. The lemmas then give the residual as √(f_k²), which is f_k because f_k is positive. `gmres_curve_iff` joins this to `residual_antitone`, and the stagnation theorem inserts f_k = 1.
